# Neighbouring Gaussians in a deep sin² lattice have a hopping element below exp(−2√s) by more than any power of s

Q: Which system is this, and in which units?

A: A single atom moves in a one-dimensional standing light wave and tunnels between neighbouring wells. We ask whether the harmonic ground states of the wells give the right size for the hopping amplitude when the lattice is deep. Lengths are in units of 1/k, with k the wave number of the light, and energies in recoil energies ħ²k²/2m, with m the mass of the atom. The depth in these units is s, and

H = −d²/dx² + s sin²x,

with wells at the multiples of π.

```lean
import Mathlib

open Real MeasureTheory Filter Topology

namespace GaussianWannier

noncomputable section

/-- The optical lattice potential `s sin² x`, in recoil units, with wells at multiples of `π` for
`s > 0`. -/
def latticePotential (s x : ℝ) : ℝ := s * sin x ^ 2

/-- The lattice Hamiltonian `-d²/dx² + s sin² x` acting on a wave function. -/
def hamiltonian (s : ℝ) (ψ : ℝ → ℝ) (x : ℝ) : ℝ :=
  -deriv (deriv ψ) x + latticePotential s x * ψ x
```

Q: Is the kinetic term a real second derivative, or a symbol with convenient rules?

A: It is `deriv (deriv ψ)`, the actual second derivative of a real function on the line. The orbital is the Gaussian

g(x) = (√s/π)^(1/4) exp(−√s x²/2),

with the fourth root written as two square roots. An auxiliary bell curve of unit area is also needed:

B(c, a; x) = √(c/π) exp(−c(x − a)²).

```lean
/-- The Gaussian orbital `(√s/π)^(1/4) exp(-√s x²/2)` of a single well, for `s > 0`. -/
def gauss (s x : ℝ) : ℝ := √(√(√s / π)) * exp (-(√s * x ^ 2 / 2))

/-- The bell curve `√(c/π) exp(-c (x-a)²)` centred at `a`, for `c > 0`. -/
def bell (c a x : ℝ) : ℝ := √(c / π) * exp (-c * (x - a) ^ 2)
```

Q: And the quantities to be compared?

A: There are three: the overlap of g with its translate by d, the barrier action, and the matrix element of H between neighbours.

```lean
/-- The overlap of the Gaussian orbital with its translate by `d`. -/
def overlap (s d : ℝ) : ℝ := ∫ x, gauss s x * gauss s (x - d)

/-- The zero-energy tunnelling action: the integral of `√V` from one well to the next. -/
def barrierAction (s : ℝ) : ℝ := ∫ x in (0 : ℝ)..π, √(latticePotential s x)

/-- The matrix element of the lattice Hamiltonian between Gaussians in neighbouring wells. -/
def hopping (s : ℝ) : ℝ :=
  ∫ x, gauss s x * hamiltonian s (fun y => gauss s (y - π)) x
```

The action is taken at zero energy, whereas the textbook WKB integrand is √(V − E). The exponential exp(−action) is an amplitude, not a probability. The name `hopping` also needs care: it is the bare element ⟨g|H|g(· − π)⟩ between orbitals that are not orthogonal, not the amplitude between Wannier functions.

Q: Start with the overlap. How does it come out by hand?

A: Complete the square:

x²/2 + (x − d)²/2 = (x − d/2)² + d²/4.

The product of the two orbitals is therefore a constant times a bell curve at the midpoint:

g(x) g(x − d) = exp(−√s d²/4) B(√s, d/2; x).

In Lean, `ring` checks the exponent after the exponentials have been merged.

```lean
/-- The product of two displaced Gaussian orbitals is a constant times a bell curve
centred halfway between them. -/
theorem gauss_mul (s d x : ℝ) :
    gauss s x * gauss s (x - d) = exp (-(√s * d ^ 2 / 4)) * bell (√s) (d / 2) x := by
  have h : √(√(√s / π)) * √(√(√s / π)) = √(√s / π) :=
    Real.mul_self_sqrt (Real.sqrt_nonneg _)
  have e : exp (-(√s * x ^ 2 / 2)) * exp (-(√s * (x - d) ^ 2 / 2))
      = exp (-(√s * d ^ 2 / 4)) * exp (-√s * (x - d / 2) ^ 2) := by
    rw [← Real.exp_add, ← Real.exp_add]
    congr 1
    ring
  unfold gauss bell
  calc _ = (√(√(√s / π)) * √(√(√s / π))) *
        (exp (-(√s * x ^ 2 / 2)) * exp (-(√s * (x - d) ^ 2 / 2))) := by ring
    _ = _ := by rw [h, e]; ring
```

The bell curve has area one by the Gaussian integral ∫ exp(−cx²) dx = √(π/c), shifted by a.

```lean
/-- For `c > 0` the bell curve is integrable with total weight one. -/
theorem bell_integral {c : ℝ} (hc : 0 < c) (a : ℝ) :
    Integrable (bell c a) ∧ ∫ x, bell c a x = 1 := by
  constructor
  · exact ((integrable_exp_neg_mul_sq hc).comp_sub_right a).const_mul _
  · unfold bell
    have h1 : c / π * (π / c) = 1 := by
      have := Real.pi_ne_zero
      field_simp
    rw [integral_const_mul, integral_sub_right_eq_self (fun x => exp (-c * x ^ 2)) a,
      integral_gaussian, ← Real.sqrt_mul (by positivity), h1, Real.sqrt_one]
```

Integrating the product leaves only the constant. For d = π this gives exp(−π²√s/4), and for d = 0 it gives the normalization of g.

```lean
/-- For `s > 0`, Gaussian orbitals a distance `d` apart have overlap `exp(-√s d²/4)`. -/
theorem overlap_eq {s : ℝ} (hs : 0 < s) (d : ℝ) :
    overlap s d = exp (-(√s * d ^ 2 / 4)) := by
  unfold overlap
  simp only [gauss_mul]
  rw [integral_const_mul, (bell_integral (Real.sqrt_pos.mpr hs) _).2, mul_one]

/-- For `s > 0` the Gaussian orbital is normalized. -/
theorem gauss_normalized {s : ℝ} (hs : 0 < s) : ∫ x, gauss s x ^ 2 = 1 := by
  simpa [overlap, sq] using overlap_eq hs 0
```

Q: Both statements assume s > 0. Would s ≥ 0 do?

A: No. At s = 0 the prefactor of g vanishes, so g is the zero function and the overlap is 0, while the formula would give exp(0) = 1.

Q: In what sense is g the orbital of one well?

A: It solves the problem in which s sin²x is replaced by its parabola. With z = x − d,

g′(z) = −√s z g(z),
g″(z) = (s z² − √s) g(z),

so −g″ + s z² g = √s g, with energy √s. The Lean proof builds these derivatives with `HasDerivAt` and closes with (√s)² = s.

```lean
/-- For `s ≥ 0` the Gaussian centred at `d` solves the Schrödinger equation of the harmonic
well `s (x-d)²` with energy `√s`. -/
theorem gauss_harmonic {s : ℝ} (hs : 0 ≤ s) (d x : ℝ) :
    -deriv (deriv (fun y => gauss s (y - d))) x + s * (x - d) ^ 2 * gauss s (x - d)
      = √s * gauss s (x - d) := by
  have hg : ∀ z, HasDerivAt (gauss s) (-(√s * z) * gauss s z) z := by
    intro z
    have h0 : HasDerivAt (fun y : ℝ => y ^ 2) (2 * z) z := by
      simpa using hasDerivAt_pow 2 z
    have h1 : HasDerivAt (fun y : ℝ => -(√s * y ^ 2 / 2)) (-(√s * z)) z :=
      ((h0.const_mul (√s)).div_const 2).fun_neg.congr_deriv (by ring)
    exact (h1.exp.const_mul _).congr_deriv (by unfold gauss; ring)
  have hd : ∀ z, HasDerivAt (fun y => gauss s (y - d))
      (-(√s * (z - d)) * gauss s (z - d)) z :=
    fun z => (hg (z - d)).comp_sub_const z d
  have h1 : deriv (fun y => gauss s (y - d))
      = fun y => -(√s * (y - d)) * gauss s (y - d) := funext fun z => (hd z).deriv
  have h2 : HasDerivAt (fun y : ℝ => -(√s * (y - d))) (-√s) x :=
    (((hasDerivAt_id' x).sub_const d).const_mul (√s)).fun_neg.congr_deriv (by ring)
  rw [h1, (h2.fun_mul (hd x)).deriv]
  linear_combination (-((x - d) ^ 2 * gauss s (x - d))) * Real.mul_self_sqrt hs
```

Q: And the action?

A: On [0, π] the sine is non-negative, so √(s sin²x) = √s sin x, and

∫₀^π √s sin x dx = √s (cos 0 − cos π) = 2√s.

The proof replaces the integrand on the interval and then integrates the sine.

```lean
/-- For `s ≥ 0` the tunnelling action between neighbouring wells is `2√s`. -/
theorem barrierAction_eq {s : ℝ} (hs : 0 ≤ s) : barrierAction s = 2 * √s := by
  have h : barrierAction s = ∫ x in (0 : ℝ)..π, √s * sin x := by
    unfold barrierAction
    apply intervalIntegral.integral_congr
    intro x hx
    rw [Set.uIcc_of_le Real.pi_pos.le] at hx
    simp only [latticePotential]
    rw [Real.sqrt_mul hs, Real.sqrt_sq (Real.sin_nonneg_of_mem_Icc hx)]
  rw [h, intervalIntegral.integral_const_mul, integral_sin, Real.cos_zero, Real.cos_pi]
  ring
```

The exponent π²√s/4 of the overlap is itself an action, that of two parabolas s x² and s(x − π)² meeting at the midpoint. This barrier is higher than the true one, since sin x < x for x > 0.

Q: So far this concerns overlaps. Hopping is a matrix element of H, and H could magnify a small overlap.

A: It can do so only by a polynomial factor. The harmonic equation removes the derivatives:

H g(x − π) = [√s − s(x − π)² + s sin²x] g(x − π).

After multiplication by g(x), the bracket stands in front of exp(−π²√s/4) B(√s, π/2; x). The quadratic term must be controlled under the bell curve. Put u = c(x − a)²/2. From 1 + u ≤ exp(u) follows 2u exp(−u) ≤ 2, and √(c/π) ≤ 2√(c/2π), so

c(x − a)² B(c, a; x) ≤ 4 B(c/2, a; x).

Half of the exponential absorbs the quadratic factor, and the other half remains as a wider bell curve.

```lean
/-- For `c > 0`, a bell curve times `c (x-a)²` lies below four times the bell curve
with `c` halved. -/
theorem bell_tail {c : ℝ} (hc : 0 < c) (a x : ℝ) :
    c * (x - a) ^ 2 * bell c a x ≤ 4 * bell (c / 2) a x := by
  unfold bell
  have hE := Real.exp_pos (-(c / 2) * (x - a) ^ 2)
  have hEE : exp (-c * (x - a) ^ 2)
      = exp (-(c / 2) * (x - a) ^ 2) * exp (-(c / 2) * (x - a) ^ 2) := by
    rw [← Real.exp_add]
    congr 1
    ring
  have hinv : exp (c / 2 * (x - a) ^ 2) * exp (-(c / 2) * (x - a) ^ 2) = 1 := by
    have h0 : c / 2 * (x - a) ^ 2 + -(c / 2) * (x - a) ^ 2 = 0 := by ring
    rw [← Real.exp_add, h0, Real.exp_zero]
  -- half of the exponential absorbs the quadratic factor
  have h : c * (x - a) ^ 2 * exp (-(c / 2) * (x - a) ^ 2) ≤ 2 := by
    have h1 := mul_le_mul_of_nonneg_right (Real.add_one_le_exp (c / 2 * (x - a) ^ 2)) hE.le
    rw [hinv] at h1
    linarith
  have hN : √(c / π) ≤ 2 * √(c / 2 / π) := by
    refine Real.sqrt_le_iff.mpr ⟨by positivity, ?_⟩
    rw [mul_pow, Real.sq_sqrt (by positivity)]
    have h1 : (2 : ℝ) ^ 2 * (c / 2 / π) = 2 * (c / π) := by ring
    have h2 : 0 < c / π := by positivity
    linarith
  calc _ = (c * (x - a) ^ 2 * exp (-(c / 2) * (x - a) ^ 2)) *
        (√(c / π) * exp (-(c / 2) * (x - a) ^ 2)) := by rw [hEE]; ring
    _ ≤ 2 * (2 * √(c / 2 / π) * exp (-(c / 2) * (x - a) ^ 2)) :=
        mul_le_mul h (mul_le_mul_of_nonneg_right hN hE.le) (by positivity) (by norm_num)
    _ = _ := by ring
```

Next, write y = x − π/2. Since (x − π)² ≤ 2y² + π²/2 ≤ 2y² + 5 and sin²x ≤ 1,

|√s − s(x − π)² + s sin²x| ≤ √s + 6s + 2s y².

The last term, under the bell curve with c = √s, is at most 8√s B(√s/2, π/2; x). Both bell curves have area one, so

|⟨g|H|g(· − π)⟩| ≤ (√s + 6s + 8√s) · overlap = (6s + 9√s) · overlap.

In the proof, `hF` is the rewritten integrand, `hpoly` the bound on the bracket and `hbound` the pointwise bound that is integrated.

```lean
/-- For `s > 0` the integral defining the Gaussian hopping element converges, and the element is in
absolute value at most `6s + 9√s` times the overlap of the two orbitals. -/
theorem hopping_bound {s : ℝ} (hs : 0 < s) :
    Integrable (fun x => gauss s x * hamiltonian s (fun y => gauss s (y - π)) x) ∧
      |hopping s| ≤ (6 * s + 9 * √s) * overlap s π := by
  have hc : 0 < √s := Real.sqrt_pos.mpr hs
  have hsq : √s * √s = s := Real.mul_self_sqrt hs.le
  obtain ⟨i1, m1⟩ := bell_integral hc (π / 2)
  obtain ⟨i2, m2⟩ := bell_integral (half_pos hc) (π / 2)
  -- the harmonic equation removes the derivatives
  have hF : (fun x => gauss s x * hamiltonian s (fun y => gauss s (y - π)) x)
      = fun x => (√s - s * (x - π) ^ 2 + s * sin x ^ 2) *
        (exp (-(√s * π ^ 2 / 4)) * bell (√s) (π / 2) x) := by
    funext x
    have h := gauss_harmonic hs.le π x
    rw [← gauss_mul]
    simp only [hamiltonian, latticePotential]
    linear_combination gauss s x * h
  have hbound : ∀ x, ‖(√s - s * (x - π) ^ 2 + s * sin x ^ 2) *
      (exp (-(√s * π ^ 2 / 4)) * bell (√s) (π / 2) x)‖ ≤ exp (-(√s * π ^ 2 / 4)) *
        ((√s + 6 * s) * bell (√s) (π / 2) x + 8 * √s * bell (√s / 2) (π / 2) x) := by
    intro x
    have hB : 0 ≤ exp (-(√s * π ^ 2 / 4)) * bell (√s) (π / 2) x := by
      unfold bell
      positivity
    have hpoly : |√s - s * (x - π) ^ 2 + s * sin x ^ 2|
        ≤ √s + 6 * s + 2 * s * (x - π / 2) ^ 2 := by
      have hpi : π ^ 2 ≤ 10 := by nlinarith [Real.pi_lt_d2, Real.pi_pos]
      have h1 : (x - π) ^ 2 ≤ 2 * (x - π / 2) ^ 2 + 5 := by nlinarith [sq_nonneg x]
      have h2 := mul_le_mul_of_nonneg_left h1 hs.le
      have h3 : s * sin x ^ 2 ≤ s := mul_le_of_le_one_right hs.le (Real.sin_sq_le_one x)
      have h4 : 0 ≤ s * sin x ^ 2 := by positivity
      have h5 : 0 ≤ s * (x - π) ^ 2 := by positivity
      have h6 : 0 ≤ s * (x - π / 2) ^ 2 := by positivity
      rw [abs_le]
      constructor <;> linarith
    have ht := mul_le_mul_of_nonneg_left (bell_tail hc (π / 2) x)
      (by positivity : 0 ≤ 2 * √s)
    rw [norm_mul, Real.norm_eq_abs, Real.norm_of_nonneg hB]
    calc _ ≤ (√s + 6 * s + 2 * s * (x - π / 2) ^ 2) *
          (exp (-(√s * π ^ 2 / 4)) * bell (√s) (π / 2) x) :=
          mul_le_mul_of_nonneg_right hpoly hB
      _ = exp (-(√s * π ^ 2 / 4)) * ((√s + 6 * s) * bell (√s) (π / 2) x +
          2 * √s * (√s * (x - π / 2) ^ 2 * bell (√s) (π / 2) x)) := by
          linear_combination (-(2 * (x - π / 2) ^ 2 *
            exp (-(√s * π ^ 2 / 4)) * bell (√s) (π / 2) x)) * hsq
      _ ≤ _ := mul_le_mul_of_nonneg_left (by linarith) (Real.exp_pos _).le
  have j1 := i1.const_mul (√s + 6 * s)
  have j2 := i2.const_mul (8 * √s)
  have hG : Integrable (fun x => exp (-(√s * π ^ 2 / 4)) *
      ((√s + 6 * s) * bell (√s) (π / 2) x + 8 * √s * bell (√s / 2) (π / 2) x)) :=
    (j1.add j2).const_mul _
  constructor
  · rw [hF]
    refine hG.mono' (Continuous.aestronglyMeasurable ?_) (ae_of_all _ hbound)
    unfold bell
    fun_prop
  · have h := norm_integral_le_of_norm_le hG (ae_of_all _ hbound)
    rw [integral_const_mul, integral_add j1 j2, integral_const_mul, integral_const_mul,
      m1, m2] at h
    unfold hopping
    rw [hF, overlap_eq hs, ← Real.norm_eq_abs]
    linarith
```

Q: Why does the theorem also state integrability?

A: Lean assigns the value 0 to an integral that does not converge, and a bound on such a value would say nothing. The first half of the theorem excludes this.

Q: Now the comparison with tunnelling.

A: For s > 0 the ratio is

overlap / exp(−2√s) = exp(−(π²/4 − 2)√s),

and π²/4 > 2 already follows from π > 3. With t = √s, multiplication by s^p gives t^(2p) exp(−κt), where κ = π²/4 − 2 > 0. This tends to 0 for every real p.

The Mathlib device that carries this step is `tendsto_rpow_mul_exp_neg_mul_atTop_nhds_zero`, which says that a decaying exponential beats any real power. It is applied with exponent `2 * p` and composed with the limit s^(1/2) → ∞, which is the substitution t = √s. The resulting function needs to agree with ours only for large s. `congr'` accepts such eventual agreement, and `filter_upwards` supplies s > 0, where the closed forms hold. That is why the theorem itself needs no assumption on s.

```lean
/-- In deep lattices the overlap of neighbouring Gaussians is smaller than the tunnelling
exponential `exp(-action)` by more than any power of the depth `s`. -/
theorem overlap_negligible (p : ℝ) :
    Tendsto (fun s => s ^ p * (overlap s π / exp (-barrierAction s))) atTop (𝓝 0) := by
  -- the Gaussian exponent exceeds the action because π²/4 > 2
  have hk : 0 < π ^ 2 / 4 - 2 := by nlinarith [Real.pi_gt_three]
  have h := (tendsto_rpow_mul_exp_neg_mul_atTop_nhds_zero (2 * p) _ hk).comp
    (tendsto_rpow_atTop (by norm_num : (0 : ℝ) < 1 / 2))
  refine h.congr' ?_
  filter_upwards [eventually_gt_atTop 0] with s hs
  have hp : (1 / 2 : ℝ) * (2 * p) = p := by ring
  simp only [Function.comp_apply]
  rw [← Real.rpow_mul hs.le, hp, ← Real.sqrt_eq_rpow, overlap_eq hs,
    barrierAction_eq hs.le, ← Real.exp_sub]
  congr 2
  ring
```

For the matrix element, take s ≥ 1. Then √s ≤ s, and the earlier bound becomes 15 s · overlap. Hence

s^p |⟨g|H|g(· − π)⟩| / exp(−2√s) ≤ 15 s^(p+1) · overlap / exp(−2√s),

and the right side tends to 0 by the previous result with p + 1 in place of p. `squeeze_zero'` draws the conclusion.

Q: What connects this to the hopping of a real lattice?

A: One step, which is taken from semiclassical theory and not proved here: the true hopping amplitude in a deep lattice behaves as a constant times s^(3/4) exp(−2√s). Given that, p = −3/4 shows that the Gaussian element becomes a vanishing fraction of the true one as s → ∞. The limit gives no error estimate at a particular depth. Orthogonalizing the two Gaussians symmetrically does not repair the exponential. With S their overlap, it turns the element into (⟨g|H|g(· − π)⟩ − S⟨g|H|g⟩)/(1 − S²), and ⟨g|H|g⟩ grows only like √s. This remark is a hand calculation and is not part of the Lean code.

This matters when tight-binding or Hubbard parameters are estimated for cold atoms: in this one-dimensional, single-particle model, a Gaussian that describes the bottom of a deep well correctly still gives the wrong exponential for the hopping.

```lean
/-- In deep lattices the absolute value of the Hamiltonian matrix element between neighbouring
Gaussians is smaller than `exp(-action)` by more than any power of `s`. -/
theorem hopping_negligible (p : ℝ) :
    Tendsto (fun s => s ^ p * (|hopping s| / exp (-barrierAction s))) atTop (𝓝 0) := by
  have h := (overlap_negligible (p + 1)).const_mul 15
  rw [mul_zero] at h
  refine squeeze_zero' ?_ ?_ h
  · filter_upwards [eventually_gt_atTop 0] with s hs
    positivity
  · filter_upwards [eventually_ge_atTop 1] with s hs
    have hs0 : 0 < s := by linarith
    have hr : √s ≤ s := Real.sqrt_le_iff.mpr ⟨hs0.le, by nlinarith⟩
    have hS : 0 ≤ overlap s π := by
      rw [overlap_eq hs0]
      positivity
    -- the polynomial prefactor costs one power of the depth
    have hb : |hopping s| ≤ 15 * s * overlap s π :=
      (hopping_bound hs0).2.trans (mul_le_mul_of_nonneg_right (by linarith) hS)
    calc _ ≤ s ^ p * (15 * s * overlap s π / exp (-barrierAction s)) :=
          mul_le_mul_of_nonneg_left
            (div_le_div_of_nonneg_right hb (Real.exp_pos _).le) (Real.rpow_nonneg hs0.le p)
      _ = _ := by
          rw [Real.rpow_add hs0, Real.rpow_one]
          ring

end

end GaussianWannier
```

```lean
#print axioms GaussianWannier.gauss_normalized
#print axioms GaussianWannier.hopping_negligible
```

```
'GaussianWannier.gauss_normalized' depends on axioms: [propext, Classical.choice, Quot.sound]
'GaussianWannier.hopping_negligible' depends on axioms: [propext, Classical.choice, Quot.sound]
```
